# No Proper Glide Plane Normal to a Threefold Axis on a Primitive Hexagonal Lattice

Can a plane normal to a threefold axis be a glide plane? A mirror followed by an in-plane lattice translation also looks like a glide, so the model must first fix which pure translations the symmetry group contains: here, exactly the integer vectors $\mathbb Z^3$ in fractional coordinates. A proper glide is then a reflection whose in-plane translation is not integral.

A Seitz operation $(R,t)$ acts as $x\mapsto Rx+t$. Components are numbered 0, 1, 2, as in Lean. Take a hexagonal cell with its third axis along the threefold axis. Let the group contain $(C,c)$ and $(M,t)$, where $C$ is the threefold rotation and $M$ the reflection normal to its axis:

$$Cx=(-x_1,\;x_0-x_1,\;x_2),\qquad Mx=(x_0,\;x_1,\;-x_2).$$

The letter $c$ denotes a translation vector, not a cell length. **Claim:** $t_0$, $t_1$ and $c_2$ are integers.

## Integrality from two products and two powers

Since $CM=MC$, the products $(C,c)(M,t)$ and $(M,t)(C,c)$ have the same linear part $W$. Call their translations $u=Ct+c$ and $v=Mc+t$. Multiplying the first product by the inverse of the second gives

$$(W,u)(W^{-1},-W^{-1}v)=(1,u-v),$$

a pure translation, so $u-v$ is integral. Its components are

$$-t_0-t_1=p,\qquad t_0-2t_1=q,\qquad 2c_2=r,$$

with $p,q,r$ integers. The square of $(M,t)$ is $(1,(2t_0,2t_1,0))$, so $n=2t_1$ is an integer. Hence

$$t_0=q+n,\qquad t_1=-p-q-n.$$

The cube of $(C,c)$ is a pure translation with last component $3c_2=s$, an integer, so $c_2=s-r$. The threefold element therefore has no fractional screw component.

Finally, composing $(M,t)$ with the lattice translation $(-t_0,-t_1,0)$ leaves $(M,(0,0,t_2))$. It sends $x_2$ to $-x_2+t_2$ and so fixes every point with $x_2=t_2/2$.

For an ideal periodic crystal in this setting, such a plane imposes no reflection condition on the $hk0$ structure factors.

## Operations, lattice and group in Lean

```lean
import Mathlib

open Matrix

namespace NoGlideAcrossThreefold

noncomputable section

/-- A Seitz operation `x ↦ R x + t` in fractional coordinates. -/
@[ext] structure Seitz where
  R : Matrix (Fin 3) (Fin 3) ℝ
  t : Fin 3 → ℝ

/-- The product of two Seitz operations: first `h`, then `g`. -/
def Seitz.comp (g h : Seitz) : Seitz := ⟨g.R * h.R, g.R *ᵥ h.t + g.t⟩
```

In `g.comp h`, the operation `h` acts first.

```lean
/-- The lattice Z^3 of vectors with integer coordinates. -/
def intLattice : AddSubgroup (Fin 3 → ℝ) where
  carrier := {v | ∀ i, ∃ n : ℤ, v i = n}
  zero_mem' := fun _ => ⟨0, by simp⟩
  add_mem' := by
    intro a b ha hb i
    obtain ⟨m, hm⟩ := ha i
    obtain ⟨n, hn⟩ := hb i
    exact ⟨m + n, by simp [hm, hn]⟩
  neg_mem' := by
    intro a ha i
    obtain ⟨m, hm⟩ := ha i
    exact ⟨-m, by simp [hm]⟩

/-- A group of Seitz operations whose pure translations are exactly Z^3. -/
structure SeitzGroup where
  carrier : Set Seitz
  one_mem : ⟨1, 0⟩ ∈ carrier
  comp_mem : ∀ g h, g ∈ carrier → h ∈ carrier → g.comp h ∈ carrier
  inv_mem : ∀ g ∈ carrier, ∃ h ∈ carrier, g.comp h = ⟨1, 0⟩
  lattice : ∀ t, ⟨1, t⟩ ∈ carrier ↔ t ∈ intLattice
```

The field `lattice` states the opening choice: $(1,t)$ belongs to the group if and only if $t$ is integral. The other fields give identity, closure and inverses.

```lean
/-- The threefold rotation about the third axis, in hexagonal coordinates. -/
def threefold : Matrix (Fin 3) (Fin 3) ℝ := !![0, -1, 0; 1, -1, 0; 0, 0, 1]

/-- The reflection that reverses the third coordinate. -/
def mirror : Matrix (Fin 3) (Fin 3) ℝ := !![1, 0, 0; 0, 1, 0; 0, 0, -1]
```

The names `threefold` and `mirror` denote linear parts only; an element with linear part `mirror` could a priori be a glide. No metric appears in the code. Reading these matrices as a rotation and a reflection requires a hexagonal cell with its third axis along the threefold axis, and applying the result to a crystal requires bringing its lattice to this primitive form.

## Coordinates and commuting linear parts

```lean
/-- A vector with three integer coordinates is a lattice vector. -/
theorem mem_intLattice_of {v : Fin 3 → ℝ} (a b c : ℤ)
    (h0 : v 0 = a) (h1 : v 1 = b) (h2 : v 2 = c) : v ∈ intLattice := by
  intro i
  fin_cases i
  exacts [⟨a, h0⟩, ⟨b, h1⟩, ⟨c, h2⟩]

/-- The coordinate triplets of the threefold rotation and of the mirror. -/
theorem coordinate_triplets (v : Fin 3 → ℝ) :
    threefold *ᵥ v = ![-v 1, v 0 - v 1, v 2] ∧ mirror *ᵥ v = ![v 0, v 1, -v 2] := by
  refine ⟨?_, ?_⟩ <;> ext i <;> fin_cases i <;>
    simp [threefold, mirror, Matrix.mulVec, dotProduct, Fin.sum_univ_succ]
  ring

/-- The threefold rotation has cube one, the mirror has square one, and they commute. -/
theorem point_relations : threefold * (threefold * threefold) = 1 ∧
    mirror * mirror = 1 ∧ threefold * mirror = mirror * threefold := by
  refine ⟨?_, ?_, ?_⟩ <;> ext i j <;> fin_cases i <;> fin_cases j <;>
    simp [threefold, mirror, Matrix.mul_apply, Fin.sum_univ_succ]
```

These lemmas supply the component formulas and the relations $C^3=1$, $M^2=1$ and $CM=MC$, checked entry by entry.

```lean
/-- If the linear parts of two elements of a Seitz group commute, the translation parts of
their two products differ by a lattice vector. -/
theorem commutator_mem_lattice (G : SeitzGroup) {A B : Matrix (Fin 3) (Fin 3) ℝ}
    {a b : Fin 3 → ℝ} (hA : ⟨A, a⟩ ∈ G.carrier) (hB : ⟨B, b⟩ ∈ G.carrier)
    (hAB : A * B = B * A) : (A *ᵥ b + a) - (B *ᵥ a + b) ∈ intLattice := by
  have p : (⟨A * B, A *ᵥ b + a⟩ : Seitz) ∈ G.carrier := G.comp_mem _ _ hA hB
  have q : (⟨B * A, B *ᵥ a + b⟩ : Seitz) ∈ G.carrier := G.comp_mem _ _ hB hA
  rw [← hAB] at q
  -- multiply one product by the inverse of the other
  obtain ⟨k, hk, hinv⟩ := G.inv_mem _ q
  have h1 : A * B * k.R = 1 := congrArg Seitz.R hinv
  have h2 : (A * B) *ᵥ k.t + (B *ᵥ a + b) = 0 := congrArg Seitz.t hinv
  have h3 := G.comp_mem _ _ p hk
  have h4 : Seitz.comp ⟨A * B, A *ᵥ b + a⟩ k = ⟨1, (A *ᵥ b + a) - (B *ᵥ a + b)⟩ := by
    refine Seitz.ext h1 ?_
    show (A * B) *ᵥ k.t + (A *ᵥ b + a) = (A *ᵥ b + a) - (B *ᵥ a + b)
    rw [eq_neg_of_add_eq_zero_left h2]
    abel
  rw [h4] at h3
  exact (G.lattice _).1 h3
```

This is the two-product argument for any commuting pair of linear parts. The element `k` is the inverse of the second product, and `h4` identifies the resulting pure translation.

## Glide, screw and pure mirror

```lean
/-- No glide across a threefold axis: if a Seitz group with lattice Z^3 has an element with
threefold linear part, every element `(mirror, t)` has integer in-plane translations. -/
theorem no_glide_across_threefold (G : SeitzGroup) {c t : Fin 3 → ℝ}
    (hC : ⟨threefold, c⟩ ∈ G.carrier) (hM : ⟨mirror, t⟩ ∈ G.carrier) :
    (∃ m : ℤ, t 0 = m) ∧ ∃ n : ℤ, t 1 = n := by
  have d := commutator_mem_lattice G hC hM point_relations.2.2
  rw [(coordinate_triplets t).1, (coordinate_triplets c).2] at d
  -- the square of the reflection is a lattice translation
  have e : (⟨mirror * mirror, mirror *ᵥ t + t⟩ : Seitz) ∈ G.carrier := G.comp_mem _ _ hM hM
  rw [point_relations.2.1, G.lattice, (coordinate_triplets t).2] at e
  obtain ⟨p, hp⟩ : ∃ p : ℤ, -t 1 + c 0 - (c 0 + t 0) = p := d 0
  obtain ⟨q, hq⟩ : ∃ q : ℤ, t 0 - t 1 + c 1 - (c 1 + t 1) = q := d 1
  obtain ⟨n, hn⟩ : ∃ n : ℤ, t 1 + t 1 = n := e 1
  exact ⟨⟨q + n, by push_cast; linarith⟩, ⟨-p - q - n, by push_cast; linarith⟩⟩
```

The hypotheses `hC` and `hM` place the two elements in the group, with `c` arbitrary, so the axis need not pass through the origin. The proof reads $p$ and $q$ from the commutation lemma and $n$ from the square; `linarith` then confirms the two integer expressions found above.

```lean
/-- No threefold screw across a mirror: if a Seitz group with lattice Z^3 contains `(threefold, c)`
and `(mirror, t)`, the translation `c 2` along the axis is an integer. -/
theorem no_screw_across_mirror (G : SeitzGroup) {c t : Fin 3 → ℝ}
    (hC : ⟨threefold, c⟩ ∈ G.carrier) (hM : ⟨mirror, t⟩ ∈ G.carrier) :
    ∃ n : ℤ, c 2 = n := by
  have d := commutator_mem_lattice G hC hM point_relations.2.2
  rw [(coordinate_triplets t).1, (coordinate_triplets c).2] at d
  -- the cube of the rotation is a lattice translation
  have e : (⟨threefold * (threefold * threefold),
      threefold *ᵥ (threefold *ᵥ c + c) + c⟩ : Seitz) ∈ G.carrier :=
    G.comp_mem _ _ hC (G.comp_mem _ _ hC hC)
  rw [point_relations.1, G.lattice, (coordinate_triplets _).1, (coordinate_triplets c).1] at e
  obtain ⟨r, hr⟩ : ∃ r : ℤ, t 2 + c 2 - (-c 2 + t 2) = r := d 2
  obtain ⟨s, hs⟩ : ∃ s : ℤ, c 2 + c 2 + c 2 = s := e 2
  exact ⟨s - r, by push_cast; linarith⟩
```

Here the last component of the commutation lemma gives $r$, and the cube gives $s$.

```lean
/-- If a Seitz group with lattice Z^3 contains `(threefold, c)` and `(mirror, t)`, it also contains
`(mirror, (0, 0, t 2))`, which fixes every point `x` with `x 2 = t 2 / 2`. -/
theorem pure_mirror_mem (G : SeitzGroup) {c t : Fin 3 → ℝ}
    (hC : ⟨threefold, c⟩ ∈ G.carrier) (hM : ⟨mirror, t⟩ ∈ G.carrier) :
    ⟨mirror, ![0, 0, t 2]⟩ ∈ G.carrier ∧
    ∀ x : Fin 3 → ℝ, x 2 = t 2 / 2 → mirror *ᵥ x + ![0, 0, t 2] = x := by
  obtain ⟨⟨m, hm⟩, ⟨n, hn⟩⟩ := no_glide_across_threefold G hC hM
  constructor
  · -- remove the in-plane lattice translation
    have hL : ![-t 0, -t 1, 0] ∈ intLattice :=
      mem_intLattice_of (-m) (-n) 0 (by simp [hm]) (by simp [hn]) (by simp)
    have h := G.comp_mem _ _ ((G.lattice _).2 hL) hM
    convert h using 1
    refine Seitz.ext (one_mul mirror).symm ?_
    show ![0, 0, t 2] = (1 : Matrix (Fin 3) (Fin 3) ℝ) *ᵥ t + ![-t 0, -t 1, 0]
    rw [Matrix.one_mulVec]
    ext i
    fin_cases i <;> simp
  · intro x hx
    rw [(coordinate_triplets x).2]
    ext i
    fin_cases i <;> simp [hx]
    ring
```

The first part removes the in-plane lattice translation. The second checks the fixed plane by components.

## The smallest example, and a fourfold axis

The hypotheses are met by $P\bar6$, which has six operations modulo lattice translations. No group satisfying them has fewer, because $C$ and $M$ already generate six linear parts.

```lean
/-- Products of powers of the threefold rotation and the mirror map Z^3 into itself. -/
theorem word_mem_lattice (i j : ℕ) {v : Fin 3 → ℝ} (hv : v ∈ intLattice) :
    (threefold ^ i * mirror ^ j) *ᵥ v ∈ intLattice := by
  have hC : ∀ w ∈ intLattice, threefold *ᵥ w ∈ intLattice := by
    intro w hw
    rw [(coordinate_triplets w).1]
    obtain ⟨a, ha⟩ := hw 0
    obtain ⟨b, hb⟩ := hw 1
    obtain ⟨c, hc⟩ := hw 2
    exact mem_intLattice_of (-b) (a - b) c (by simp [hb]) (by simp [ha, hb]) hc
  have hM : ∀ w ∈ intLattice, mirror *ᵥ w ∈ intLattice := by
    intro w hw
    rw [(coordinate_triplets w).2]
    obtain ⟨a, ha⟩ := hw 0
    obtain ⟨b, hb⟩ := hw 1
    obtain ⟨c, hc⟩ := hw 2
    exact mem_intLattice_of a b (-c) ha hb (by show -w 2 = _; simp [hc])
  have hj : mirror ^ j *ᵥ v ∈ intLattice := by
    induction j with
    | zero => simpa using hv
    | succ j ih => rw [pow_succ', ← Matrix.mulVec_mulVec]; exact hM _ ih
  rw [← Matrix.mulVec_mulVec]
  induction i with
  | zero => rw [pow_zero, Matrix.one_mulVec]; exact hj
  | succ i ih => rw [pow_succ', ← Matrix.mulVec_mulVec]; exact hC _ ih

/-- The space group P-6: products of the threefold rotation and the perpendicular mirror,
combined with all lattice translations. -/
def groupP6bar : SeitzGroup where
  carrier := {g | (∃ i j : ℕ, g.R = threefold ^ i * mirror ^ j) ∧ g.t ∈ intLattice}
  one_mem := ⟨⟨0, 0, by simp⟩, intLattice.zero_mem⟩
  comp_mem := by
    rintro g k ⟨⟨i, j, hg⟩, ht⟩ ⟨⟨i', j', hk⟩, hs⟩
    have hc : Commute threefold mirror := point_relations.2.2
    refine ⟨⟨i + i', j + j', ?_⟩, ?_⟩
    · show g.R * k.R = _
      rw [hg, hk, pow_add, pow_add, (hc.pow_pow i' j).symm.mul_mul_mul_comm]
    · show g.R *ᵥ k.t + g.t ∈ intLattice
      rw [hg]
      exact intLattice.add_mem (word_mem_lattice i j hs) ht
  inv_mem := by
    rintro g ⟨⟨i, j, hg⟩, ht⟩
    have hc : Commute threefold mirror := point_relations.2.2
    have h3 : threefold ^ (2 + 1) = 1 := by
      rw [pow_succ', pow_two]; exact point_relations.1
    have hR : g.R * (threefold ^ (2 * i) * mirror ^ j) = 1 := by
      rw [hg, (hc.pow_pow (2 * i) j).symm.mul_mul_mul_comm, ← pow_add, ← pow_add,
        show i + 2 * i = (2 + 1) * i by ring, pow_mul, h3, one_pow, one_mul, ← two_mul,
        pow_mul, pow_two, point_relations.2.1, one_pow]
    refine ⟨⟨threefold ^ (2 * i) * mirror ^ j, -((threefold ^ (2 * i) * mirror ^ j) *ᵥ g.t)⟩,
      ⟨⟨2 * i, j, rfl⟩, intLattice.neg_mem (word_mem_lattice _ _ ht)⟩, Seitz.ext hR ?_⟩
    show g.R *ᵥ (-((threefold ^ (2 * i) * mirror ^ j) *ᵥ g.t)) + g.t = 0
    rw [Matrix.mulVec_neg, Matrix.mulVec_mulVec, hR, Matrix.one_mulVec, neg_add_cancel]
  lattice := fun _ => ⟨fun h => h.2, fun ht => ⟨⟨0, 0, by simp⟩, ht⟩⟩
```

The first lemma shows that the linear parts preserve $\mathbb Z^3$, which gives closure. For inverses, $C^iM^j$ is paired with $C^{2i}M^j$, since $C^{3i}=M^{2j}=1$.

```lean
/-- The group P-6 contains the threefold rotation and the perpendicular mirror. -/
theorem no_glide_across_threefold_witness :
    ⟨threefold, 0⟩ ∈ groupP6bar.carrier ∧ ⟨mirror, 0⟩ ∈ groupP6bar.carrier :=
  ⟨⟨⟨1, 0, by simp⟩, intLattice.zero_mem⟩, ⟨⟨0, 1, by simp⟩, intLattice.zero_mem⟩⟩

end

end NoGlideAcrossThreefold
```

A fourfold axis in place of the threefold one does not suffice. In a tetragonal cell with its third axis along the fourfold axis, let $C_4x=(-x_1,x_0,x_2)$ and $g=(\tfrac12,\tfrac12,0)$. Then $C_4g-g=(-1,0,0)$ and $Mg+g=(1,1,0)$ are integral, so $(C_4,0)$, $(M,g)$ and the lattice translations generate a group with no additional pure translations. This is $P4/n$, an example given here in prose and not constructed in Lean; its plane normal to the axis is a proper glide plane.

```lean
#print axioms NoGlideAcrossThreefold.no_glide_across_threefold
#print axioms NoGlideAcrossThreefold.no_screw_across_mirror
#print axioms NoGlideAcrossThreefold.pure_mirror_mem
```

```
'NoGlideAcrossThreefold.no_glide_across_threefold' depends on axioms: [propext, Classical.choice, Quot.sound]
'NoGlideAcrossThreefold.no_screw_across_mirror' depends on axioms: [propext, Classical.choice, Quot.sound]
'NoGlideAcrossThreefold.pure_mirror_mem' depends on axioms: [propext, Classical.choice, Quot.sound]
```
